# Double factorization of a two-body operator with real, symmetric coefficients

Take two orbitals, operators $E_{pq}$ with $p,q\in\{1,2\}$, and the interaction $(E_{12}+E_{21})^2$. The coefficients of $E_{12}+E_{21}$ form the matrix $\begin{pmatrix}0&1\\1&0\end{pmatrix}$, with eigenvalues $\pm1$ and eigenvectors $(1,\pm1)/\sqrt2$. The operators of these rotated orbitals are
$$n_1=\tfrac12(E_{11}+E_{12}+E_{21}+E_{22}),\qquad n_2=\tfrac12(E_{11}-E_{12}-E_{21}+E_{22}),$$
and $(E_{12}+E_{21})^2=(n_1-n_2)^2$. An orbital rotation has turned hopping terms into number-like operators.

A general interaction $\sum g_{pqrs}E_{pq}E_{rs}$ is not a single square. If $g$ is real with $g_{pqrs}=g_{qprs}=g_{rspq}$, a first diagonalisation splits it into weighted squares, and a second treats each square as above:
$$\sum_{pqrs} g_{pqrs}E_{pq}E_{rs}=\sum_l w_l\Big(\sum_i f^l_i n^l_i\Big)^2,\qquad n^l_i=\sum_{pq}U^l_{pi}U^l_{qi}E_{pq}.$$
Here every $U^l$ is orthogonal, $w_l$ and $f^l_i$ are real, and $l$ runs over the ordered pairs of orbitals.

## Real coefficients in a finite orbital basis

The finite type `n` labels the spatial orbitals, and `A` is the real algebra containing the operators. Complex operators are allowed, since a complex algebra is also a real one; the coefficients must be real.

In Lean 4 with Mathlib:

```lean
import Mathlib

open Matrix

namespace DoubleFactorization

variable {n : Type*} [Fintype n] [DecidableEq n] {A : Type*} [Ring A] [Algebra ℝ A]
```

Reading $g$ as a matrix $G_{(pq),(rs)}=g_{pqrs}$ makes the first diagonalisation possible.

```lean
/-- The two-electron tensor read as a square matrix indexed by pairs of orbitals. -/
def supermatrix (g : n → n → n → n → ℝ) : Matrix (n × n) (n × n) ℝ :=
  Matrix.of fun x y => g x.1 x.2 y.1 y.2
```

A coefficient matrix $L$ gives the one-body operator $\sum L_{pq}E_{pq}$.

```lean
/-- The one-body operator `∑ L_pq E_pq`. -/
def oneBody (E : n → n → A) (L : Matrix n n ℝ) : A := ∑ p, ∑ q, L p q • E p q
```

The two-body operator has no factor $\tfrac12$ and no one-body correction. The usual electronic repulsion is $\tfrac12\sum g_{pqrs}(E_{pq}E_{rs}-\delta_{qr}E_{ps})$, so both must be accounted for separately.

```lean
/-- The two-body operator `∑ g_pqrs E_pq E_rs`. -/
def twoBody (E : n → n → A) (g : n → n → n → n → ℝ) : A :=
  ∑ p, ∑ q, ∑ r, ∑ s, g p q r s • (E p q * E r s)
```

Column $i$ of `U` holds the coefficients of the $i$-th rotated orbital.

```lean
/-- The operator `n_i = ∑ U_pi U_qi E_pq` of the `i`-th rotated orbital. -/
def rotatedNumber (E : n → n → A) (U : Matrix n n ℝ) (i : n) : A :=
  ∑ p, ∑ q, (U p i * U q i) • E p q
```

The last definition states the commutation relations of orbital excitation operators. The factorization does not use them; the commutation of the $n_i$ does.

```lean
/-- The commutation relations `[E_pq, E_rs] = δ_qr E_ps - δ_ps E_rq`. -/
def ExcitationRelations (E : n → n → A) : Prop :=
  ∀ p q r s, E p q * E r s - E r s * E p q =
    (if q = r then E p s else 0) - (if p = s then E r q else 0)
```

## Exchanging the electrons: $g_{pqrs}=g_{rspq}$

For real spatial orbitals $\phi_p$, the Coulomb repulsion has, in atomic units, the coefficients
$$g_{pqrs}=(pq|rs)=\iint\frac{\phi_p(x)\phi_q(x)\,\phi_r(y)\phi_s(y)}{|x-y|}\,dx\,dy.$$
This symmetry says that relabelling the two electrons leaves their repulsion unchanged. By hand, it makes $G$ symmetric. There is then an orthogonal $V$ with $GV=V\,\mathrm{diag}(w)$, and multiplying on the right by $V^T$ gives
$$g_{pqrs}=\sum_l w_l V_{(pq),l}V_{(rs),l}.$$
The number of nonzero $w_l$ is the rank of $G$.

The next theorem supplies this step for any real symmetric matrix `S`. It takes the eigenvectors from Mathlib's spectral theorem, turns the eigenvector equation into `S * U = U * diagonal f`, and multiplies by `Uᵀ` to obtain the entrywise expansion.

```lean
/-- A real symmetric matrix is diagonalised by an orthogonal matrix, and its rank counts the
nonzero eigenvalues. -/
theorem orthogonal_diagonalization {m : Type*} [Fintype m] [DecidableEq m]
    (S : Matrix m m ℝ) (hS : Sᵀ = S) :
    ∃ (U : Matrix m m ℝ) (f : m → ℝ), Uᵀ * U = 1 ∧ S * U = U * diagonal f ∧
      (∀ p q, S p q = ∑ i, f i * (U p i * U q i)) ∧ Nat.card {i // f i ≠ 0} = S.rank := by
  have hH : S.IsHermitian := by
    rw [Matrix.IsHermitian, conjTranspose_eq_transpose_of_trivial, hS]
  obtain ⟨U, f, hU, hSU, hr⟩ : ∃ (U : Matrix m m ℝ) (f : m → ℝ), Uᵀ * U = 1 ∧
      S * U = U * diagonal f ∧ Nat.card {i // f i ≠ 0} = S.rank := by
    refine ⟨hH.eigenvectorUnitary, hH.eigenvalues, ?_, ?_, ?_⟩
    · have h := Matrix.mem_unitaryGroup_iff'.1 hH.eigenvectorUnitary.2
      rwa [star_eq_conjTranspose, conjTranspose_eq_transpose_of_trivial] at h
    · ext p j
      have h := congrFun (hH.mulVec_eigenvectorBasis j) p
      simp only [Matrix.mulVec, dotProduct, Pi.smul_apply, smul_eq_mul] at h
      rw [Matrix.mul_diagonal, Matrix.mul_apply]
      simp only [Matrix.IsHermitian.eigenvectorUnitary_apply]
      linear_combination h
    · rw [hH.rank_eq_card_non_zero_eigs, Nat.card_eq_fintype_card]
  refine ⟨U, f, hU, hSU, fun p q => ?_, hr⟩
  have h : S = U * diagonal f * Uᵀ := by
    rw [← hSU, Matrix.mul_assoc, mul_eq_one_comm.1 hU, Matrix.mul_one]
  calc S p q = (U * diagonal f * Uᵀ) p q := congrFun (congrFun h p) q
    _ = ∑ i, f i * (U p i * U q i) := by
      rw [Matrix.mul_apply]
      refine Finset.sum_congr rfl fun i _ => ?_
      rw [Matrix.mul_diagonal, Matrix.transpose_apply]
      ring
```

Without the exchange symmetry, $G$ has no real orthogonal eigenbasis. A tensor whose only nonzero entry is $g_{1122}=1$ is an example: it satisfies $g_{pqrs}=g_{qprs}$ but has no factorization of the stated form.

## Exchanging orbitals within a pair: $g_{pqrs}=g_{qprs}$

For real orbitals, the charge distribution $\phi_p\phi_q$ does not depend on the order of its factors. Complex orbitals generally lack this symmetry and are not covered.

By hand, it enters through the eigenvector equation:
$$w_lV_{(qp),l}=\sum_{rs}g_{qprs}V_{(rs),l}=\sum_{rs}g_{pqrs}V_{(rs),l}=w_lV_{(pq),l}.$$
If $w_l\ne0$, division shows that $V_{(pq),l}$ is a symmetric matrix in $p,q$. A second diagonalisation gives
$$V_{(pq),l}=L^l_{pq},\qquad L^l_{pq}=\sum_i f^l_iU^l_{pi}U^l_{qi}.$$
If $w_l=0$, the term contributes nothing, and we may choose $U^l=1$ and $f^l=0$. In all cases $g_{pqrs}=\sum_lw_lL^l_{pq}L^l_{rs}$.

In the proof, `hG` uses the electron exchange and `hsym` the orbital exchange, with `mul_right_cancel₀ hw` as the division by $w_l$. The statement `key` handles both cases, and `choose` collects the rotations and eigenvalues for all $l$.

```lean
/-- A tensor with `g_pqrs = g_qprs = g_rspq` is a weighted sum of products of symmetric matrices,
each diagonalised by its own orthogonal matrix; the nonzero weights number the rank of `g`. -/
theorem tensor_factorization (g : n → n → n → n → ℝ)
    (h1 : ∀ p q r s, g p q r s = g q p r s) (h2 : ∀ p q r s, g p q r s = g r s p q) :
    ∃ (w : n × n → ℝ) (U : n × n → Matrix n n ℝ) (f : n × n → n → ℝ),
      (∀ l, (U l)ᵀ * U l = 1) ∧ Nat.card {l // w l ≠ 0} = (supermatrix g).rank ∧
      ∀ p q r s, g p q r s = ∑ l, w l * ((∑ i, f l i * (U l p i * U l q i)) *
        (∑ j, f l j * (U l r j * U l s j))) := by
  have hG : (supermatrix g)ᵀ = supermatrix g := by
    ext ⟨p, q⟩ ⟨r, s⟩
    exact h2 r s p q
  obtain ⟨V, w, -, hGV, hdec, hr⟩ := orthogonal_diagonalization (supermatrix g) hG
  -- second diagonalisation: eigenvectors with nonzero weight are symmetric matrices
  have key : ∀ l, ∃ (W : Matrix n n ℝ) (c : n → ℝ), Wᵀ * W = 1 ∧
      (w l ≠ 0 → ∀ p q, V (p, q) l = ∑ i, c i * (W p i * W q i)) := by
    intro l
    by_cases hw : w l = 0
    · exact ⟨1, 0, by simp, fun h => absurd hw h⟩
    · have e : ∀ x, ∑ y, supermatrix g x y * V y l = V x l * w l := by
        intro x
        have h := congrFun (congrFun hGV x) l
        rwa [Matrix.mul_diagonal, Matrix.mul_apply] at h
      have hsym : (Matrix.of fun p q => V (p, q) l)ᵀ = Matrix.of fun p q => V (p, q) l := by
        ext p q
        change V (q, p) l = V (p, q) l
        apply mul_right_cancel₀ hw
        rw [← e (q, p), ← e (p, q)]
        refine Finset.sum_congr rfl fun y _ => ?_
        rw [show supermatrix g (q, p) y = supermatrix g (p, q) y from h1 q p y.1 y.2]
      obtain ⟨W, c, hW, -, hc, -⟩ := orthogonal_diagonalization _ hsym
      exact ⟨W, c, hW, fun _ p q => hc p q⟩
  choose U f hU hf using key
  refine ⟨w, U, f, hU, hr, fun p q r s => ?_⟩
  refine (hdec (p, q) (r, s)).trans (Finset.sum_congr rfl fun l _ => ?_)
  by_cases hw : w l = 0
  · simp [hw]
  · rw [hf l hw p q, hf l hw r s]
```

A numerical instance shows why zero weights need separate treatment. For two orbitals, let $g_{1111}=g_{2222}=5$, $g_{1122}=g_{2211}=4$ and $g_{1212}=g_{1221}=g_{2112}=g_{2121}=1$, with all other entries zero. In the pair order $11,12,21,22$,
$$G=\begin{pmatrix}5&0&0&4\\0&1&1&0\\0&1&1&0\\4&0&0&5\end{pmatrix}.$$

| Weight | Normalised eigenvector | Term |
|---|---|---|
| $9$ | $(1,0,0,1)/\sqrt2$ | $\tfrac92(E_{11}+E_{22})^2$ |
| $1$ | $(1,0,0,-1)/\sqrt2$ | $\tfrac12(E_{11}-E_{22})^2$ |
| $2$ | $(0,1,1,0)/\sqrt2$ | $(E_{12}+E_{21})^2$ |
| $0$ | $(0,1,-1,0)/\sqrt2$ | $0$ |

The third term is the opening example, now with $w=2$ and $f=\pm1/\sqrt2$. The fourth eigenvector is antisymmetric, so it has no real expansion of the form $L^l$, but its weight removes it. The rank is $3$. As a check, $E_{11}^2$ has coefficient $\tfrac92+\tfrac12=5$ and $E_{11}E_{22}$ has $\tfrac92-\tfrac12=4$.

Without the orbital exchange, an antisymmetric eigenvector can carry a nonzero weight, as happens for the coefficients of $(E_{12}-E_{21})^2$. More generally, both symmetries are necessary for the tensor factorization: exchanging $p,q$ leaves each $L^l_{pq}$ unchanged, and exchanging the pairs only reorders a product of real numbers. The converse theorem records these two observations for any finite number of terms.

```lean
omit [DecidableEq n] in
/-- Conversely, every tensor of the factorized form has the symmetries `g_pqrs = g_qprs` and
`g_pqrs = g_rspq`. -/
theorem symmetries_of_factorization {ι : Type*} [Fintype ι] (g : n → n → n → n → ℝ)
    (w : ι → ℝ) (U : ι → Matrix n n ℝ) (f : ι → n → ℝ)
    (hg : ∀ p q r s, g p q r s = ∑ l, w l * ((∑ i, f l i * (U l p i * U l q i)) *
      (∑ j, f l j * (U l r j * U l s j)))) :
    (∀ p q r s, g p q r s = g q p r s) ∧ (∀ p q r s, g p q r s = g r s p q) := by
  constructor
  · intro p q r s
    rw [hg p q r s, hg q p r s]
    refine Finset.sum_congr rfl fun l _ => ?_
    have h : ∀ i, U l q i * U l p i = U l p i * U l q i := fun i => mul_comm _ _
    simp only [h]
  · intro p q r s
    rw [hg p q r s, hg r s p q]
    exact Finset.sum_congr rfl fun l _ => congrArg (w l * ·) (mul_comm _ _)
```

This necessity concerns the tensor. For particular operators, different tensors can represent the same interaction: if $E_{11}$ and $E_{22}$ commute, $E_{11}E_{22}$ can be symmetrised before factorizing.

## No condition on the operators $E_{pq}$

Both symmetries of $g$ are still assumed, since they supply the tensor factorization. From there, the operator identity needs only linearity and distributivity. Exchanging finite sums gives $\sum_i f^l_in^l_i=\sum_{pq}L^l_{pq}E_{pq}$. Squaring while keeping the operator order, then summing over $l$, gives
$$\sum_lw_l\Big(\sum_i f^l_in^l_i\Big)^2=\sum_{pqrs}\Big(\sum_lw_lL^l_{pq}L^l_{rs}\Big)E_{pq}E_{rs}=\sum_{pqrs}g_{pqrs}E_{pq}E_{rs}.$$

In the proof, `hone` rewrites the linear combination, `hsq` expands the square, and `hterm` inserts the weight. Repeated use of `Finset.sum_comm` moves the sum over $l$ inside, where it becomes $g_{pqrs}$.

```lean
/-- **Double factorization.** The two-body operator is a weighted sum of at most `n²` squares, each
of a linear combination of the `n_i` of one orthogonal orbital rotation; the number of nonzero
weights is the rank of `g`. -/
theorem double_factorization (E : n → n → A) (g : n → n → n → n → ℝ)
    (h1 : ∀ p q r s, g p q r s = g q p r s) (h2 : ∀ p q r s, g p q r s = g r s p q) :
    ∃ (w : n × n → ℝ) (U : n × n → Matrix n n ℝ) (f : n × n → n → ℝ),
      (∀ l, (U l)ᵀ * U l = 1) ∧ Nat.card {l // w l ≠ 0} = (supermatrix g).rank ∧
      twoBody E g = ∑ l, w l • (∑ i, f l i • rotatedNumber E (U l) i) ^ 2 := by
  obtain ⟨w, U, f, hU, hr, hg⟩ := tensor_factorization g h1 h2
  refine ⟨w, U, f, hU, hr, ?_⟩
  have hone : ∀ l, ∑ i, f l i • rotatedNumber E (U l) i =
      ∑ p, ∑ q, (∑ i, f l i * (U l p i * U l q i)) • E p q := by
    intro l
    simp only [rotatedNumber, Finset.smul_sum, Finset.sum_smul, smul_smul]
    exact Finset.sum_comm.trans (Finset.sum_congr rfl fun p _ => Finset.sum_comm)
  have hsq : ∀ L : n → n → ℝ, (∑ p, ∑ q, L p q • E p q) ^ 2 =
      ∑ p, ∑ q, ∑ r, ∑ s, (L p q * L r s) • (E p q * E r s) := by
    intro L
    simp only [sq, Finset.sum_mul]
    simp only [Finset.mul_sum, smul_mul_smul_comm]
  have hterm : ∀ l, w l • (∑ i, f l i • rotatedNumber E (U l) i) ^ 2 =
      ∑ p, ∑ q, ∑ r, ∑ s, (w l * ((∑ i, f l i * (U l p i * U l q i)) *
        (∑ j, f l j * (U l r j * U l s j)))) • (E p q * E r s) := by
    intro l
    rw [hone l, hsq fun p q => ∑ i, f l i * (U l p i * U l q i)]
    simp only [Finset.smul_sum, smul_smul]
  -- move the sum over `l` inside and recognise the tensor
  symm
  refine (Finset.sum_congr rfl fun l _ => hterm l).trans ?_
  refine Finset.sum_comm.trans (Finset.sum_congr rfl fun p _ => ?_)
  refine Finset.sum_comm.trans (Finset.sum_congr rfl fun q _ => ?_)
  refine Finset.sum_comm.trans (Finset.sum_congr rfl fun r _ => ?_)
  refine Finset.sum_comm.trans (Finset.sum_congr rfl fun s _ => ?_)
  rw [← Finset.sum_smul, hg p q r s]
```

## Commutation relations of excitation operators

Physically, $E_{pq}$ moves an electron from orbital $q$ to orbital $p$. The relations in `ExcitationRelations` are assumed here, not derived from fermionic creation and annihilation operators. For coefficient matrices $L$ and $M$, they give
$$\Big[\sum_{pq}L_{pq}E_{pq},\sum_{rs}M_{rs}E_{rs}\Big]=\sum_{pqrs}L_{pq}M_{rs}(\delta_{qr}E_{ps}-\delta_{ps}E_{rq}).$$
The first delta contracts to $LM$ and the second to $ML$, so the result is the one-body operator of $LM-ML$. These contractions are `c1` and `c2`.

```lean
/-- Under the excitation relations, the commutator of two one-body operators is the one-body
operator of the matrix commutator. -/
theorem oneBody_commutator (E : n → n → A) (hE : ExcitationRelations E) (L M : Matrix n n ℝ) :
    oneBody E L * oneBody E M - oneBody E M * oneBody E L = oneBody E (L * M - M * L) := by
  have hLM : oneBody E L * oneBody E M =
      ∑ p, ∑ q, ∑ r, ∑ s, (L p q * M r s) • (E p q * E r s) := by
    simp only [oneBody, Finset.sum_mul]
    simp only [Finset.mul_sum, smul_mul_smul_comm]
  have hML : oneBody E M * oneBody E L =
      ∑ p, ∑ q, ∑ r, ∑ s, (M r s * L p q) • (E r s * E p q) := by
    simp only [oneBody, Finset.mul_sum]
    simp only [Finset.sum_mul, smul_mul_smul_comm]
  have hterm : ∀ p q r s, (L p q * M r s) • (E p q * E r s) - (M r s * L p q) • (E r s * E p q) =
      (L p q * M r s) • (if q = r then E p s else 0) -
        (L p q * M r s) • (if p = s then E r q else 0) := by
    intro p q r s
    rw [mul_comm (M r s), ← smul_sub, hE p q r s, smul_sub]
  -- contraction of the inner indices gives `L * M`
  have c1 : ∑ p, ∑ q, ∑ r, ∑ s, (L p q * M r s) • (if q = r then E p s else 0) =
      oneBody E (L * M) := by
    simp only [oneBody, Matrix.mul_apply, Finset.sum_smul]
    refine Finset.sum_congr rfl fun p _ => ?_
    refine Eq.trans (Finset.sum_congr rfl fun q _ => ?_) Finset.sum_comm
    rw [Finset.sum_comm]
    simp only [smul_ite, smul_zero, Finset.sum_ite_eq, Finset.mem_univ, if_true]
  -- contraction of the outer indices gives `M * L`
  have c2 : ∑ p, ∑ q, ∑ r, ∑ s, (L p q * M r s) • (if p = s then E r q else 0) =
      oneBody E (M * L) := by
    simp only [oneBody, Matrix.mul_apply, Finset.sum_smul, smul_ite, smul_zero,
      Finset.sum_ite_eq, Finset.mem_univ, if_true]
    refine (Finset.sum_congr rfl fun p _ => Finset.sum_comm).trans ?_
    refine Finset.sum_comm.trans (Finset.sum_congr rfl fun r _ => ?_)
    refine Finset.sum_comm.trans (Finset.sum_congr rfl fun q _ => ?_)
    exact Finset.sum_congr rfl fun p _ => by rw [mul_comm]
  have hsub : oneBody E (L * M - M * L) = oneBody E (L * M) - oneBody E (M * L) := by
    simp only [oneBody, Matrix.sub_apply, sub_smul, Finset.sum_sub_distrib]
  rw [hsub, ← c1, ← c2, hLM, hML]
  simp only [← Finset.sum_sub_distrib, hterm]
```

Without the relations, the $n_i$ need not commute: for $U=1$ they are the $E_{ii}$, which could be any elements of the algebra.

## Orthogonal rotated orbitals

If the original orbitals are orthonormal, the condition `Uᵀ * U = 1` says that the rotated ones are too. Let $P^i_{pq}=U_{pi}U_{qi}$ be the coefficient matrix of $n_i$. For $i\ne j$,
$$(P^iP^j)_{ps}=U_{pi}U_{sj}\sum_qU_{qi}U_{qj}=0,$$
and likewise $P^jP^i=0$, so $[n_i,n_j]=0$. The case $i=j$ is immediate. In the proof, `h0` is the vanishing product, and `oneBody_commutator` carries it over to the operators.

```lean
/-- Under the excitation relations, the operators `n_i` of one orthogonal orbital rotation commute
with each other. -/
theorem rotatedNumber_commute (E : n → n → A) (hE : ExcitationRelations E)
    (U : Matrix n n ℝ) (hU : Uᵀ * U = 1) (i j : n) :
    Commute (rotatedNumber E U i) (rotatedNumber E U j) := by
  by_cases hij : i = j
  · rw [hij]
  -- projectors on different rotated orbitals have product zero
  have h0 : ∀ a b, a ≠ b → (Matrix.of fun p q => U p a * U q a) *
      (Matrix.of fun p q => U p b * U q b) = (0 : Matrix n n ℝ) := by
    intro a b hab
    have ho : ∑ q, U q a * U q b = 0 := by
      have h := congrFun (congrFun hU a) b
      rwa [Matrix.mul_apply, Matrix.one_apply_ne hab] at h
    ext p s
    calc _ = ∑ q, (U p a * U s b) * (U q a * U q b) := by
          rw [Matrix.mul_apply]
          refine Finset.sum_congr rfl fun q _ => ?_
          simp only [Matrix.of_apply]
          ring
      _ = 0 := by rw [← Finset.mul_sum, ho, mul_zero]
  have h := oneBody_commutator E hE (Matrix.of fun p q => U p i * U q i)
    (Matrix.of fun p q => U p j * U q j)
  rw [h0 i j hij, h0 j i (Ne.symm hij)] at h
  have hz : oneBody E (0 - 0) = 0 := by simp [oneBody]
  exact sub_eq_zero.1 (h.trans hz)
```

Without orthogonality this can fail. Orbitals with coefficients $(1,0)$ and $(1,1)$ give $[n_1,n_2]=E_{12}-E_{21}$, which is nonzero for matrix units.

For excitation operators in a finite real orbital basis, all the $n^l_i$ in one square can therefore be measured together after one orbital rotation, which gives a way to group energy measurements in variational quantum algorithms.

Matrix units, the operators $|p\rangle\langle q|$ on the one-electron orbital space, give a concrete instance of the commutation relations. The proof establishes their product rule and subtracts the two operator orders.

```lean
/-- The matrix units satisfy the excitation relations. -/
theorem excitationRelations_witness :
    ExcitationRelations (fun p q : n => Matrix.single p q (1 : ℝ)) := by
  have h : ∀ p q r s : n, Matrix.single p q (1 : ℝ) * Matrix.single r s (1 : ℝ) =
      if q = r then Matrix.single p s (1 : ℝ) else 0 := by
    intro p q r s
    by_cases hqr : q = r
    · subst hqr
      simp
    · simp [hqr]
  intro p q r s
  simp only [h]
  by_cases hps : p = s
  · subst hps
    simp
  · simp [hps, Ne.symm hps]

end DoubleFactorization
```

```lean
#print axioms DoubleFactorization.symmetries_of_factorization
#print axioms DoubleFactorization.double_factorization
#print axioms DoubleFactorization.rotatedNumber_commute
```

```
'DoubleFactorization.symmetries_of_factorization' depends on axioms: [propext, Classical.choice, Quot.sound]
'DoubleFactorization.double_factorization' depends on axioms: [propext, Classical.choice, Quot.sound]
'DoubleFactorization.rotatedNumber_commute' depends on axioms: [propext, Classical.choice, Quot.sound]
```
